# Any exciton level has an orthonormal basis in which at most one state is bright

In `exists_one_bright`, a level is the space of all solutions of `H x = E x` for a linear operator `H` on a finite-dimensional complex inner product space and a real energy `E`, and the strength of a state is the squared modulus of its overlap with a fixed dipole vector `d`. The lemma says that if the level has dimension `m`, then for any chosen index `k` it has an orthonormal basis whose `k`-th state has strength equal to the squared norm of the projection of `d` on the level, while all the other states have strength zero. `H` need not be self-adjoint, and `d` need not be normalised or have a non-zero projection. The proof applies `strengths_iff`, by which any nonnegative numbers with the right sum are the strengths of some orthonormal basis, to the list with the whole sum at `k` and zeros elsewhere.

Lean 4 with Mathlib refuses this proof:

```lean
import Mathlib

open scoped InnerProductSpace

namespace ExistsOneBright

noncomputable section

variable {F : Type*} [NormedAddCommGroup F] [InnerProductSpace ℂ F] [FiniteDimensional ℂ F]

/-- The strength of an exciton state `x` for the dipole vector `d`: the squared modulus of
their overlap. -/
def strength (d x : F) : ℝ := ‖⟪x, d⟫_ℂ‖ ^ 2

/-- The level of the exciton Hamiltonian `H` at energy `E`: all solutions of `H x = E x`. -/
def level (H : F →ₗ[ℂ] F) (E : ℝ) : Submodule ℂ F := Module.End.eigenspace H (E : ℂ)

/-- The bright part of the level: the orthogonal projection of the dipole vector on it. -/
def brightPart (H : F →ₗ[ℂ] F) (E : ℝ) (d : F) : level H E :=
  (level H E).orthogonalProjectionOnto d

/-- A state of the level sees only the projected dipole vector. -/
theorem strength_eq (H : F →ₗ[ℂ] F) (E : ℝ) (d : F) (x : level H E) :
    strength d (x : F) = ‖⟪x, brightPart H E d⟫_ℂ‖ ^ 2 := by
  unfold strength brightPart
  rw [Submodule.inner_orthogonalProjectionOnto_eq_of_mem_left]

/-- Every orthonormal basis of the level has the same total strength, the squared norm of the
projected dipole vector. -/
theorem total_strength {ι : Type*} [Fintype ι] (H : F →ₗ[ℂ] F) (E : ℝ) (d : F)
    (b : OrthonormalBasis ι ℂ (level H E)) :
    ∑ i, strength d (b i : F) = ‖brightPart H E d‖ ^ 2 := by
  rw [← b.sum_sq_norm_inner_right (brightPart H E d)]
  exact Finset.sum_congr rfl fun i _ => strength_eq H E d (b i)

/-- Two vectors of equal norm are related by a unitary transformation. -/
theorem exists_unitary {W : Type*} [NormedAddCommGroup W] [InnerProductSpace ℂ W]
    [FiniteDimensional ℂ W] {p q : W} (h : ‖q‖ = ‖p‖) : ∃ U : W ≃ₗᵢ[ℂ] W, U q = p := by
  by_cases hp : p = 0
  · have hq : q = 0 := by rw [← norm_eq_zero, h, hp, norm_zero]
    exact ⟨LinearIsometryEquiv.refl ℂ W, by rw [hq, hp, map_zero]⟩
  have hq : q ≠ 0 := by
    rw [← norm_ne_zero_iff, h]
    exact norm_ne_zero_iff.mpr hp
  have : Nontrivial W := ⟨p, 0, hp⟩
  let i₀ : Fin (Module.finrank ℂ W) := ⟨0, Module.finrank_pos⟩
  -- a normalised vector is the first member of some orthonormal basis
  have key : ∀ x : W, x ≠ 0 → ∃ b : OrthonormalBasis (Fin (Module.finrank ℂ W)) ℂ W,
      b i₀ = (‖x‖ : ℂ)⁻¹ • x := by
    intro x hx
    have hv : Orthonormal ℂ (({i₀} : Set (Fin (Module.finrank ℂ W))).domRestrict
        (fun _ => (‖x‖ : ℂ)⁻¹ • x)) := by
      constructor
      · intro i
        show ‖(‖x‖ : ℂ)⁻¹ • x‖ = 1
        rw [norm_smul, norm_inv, Complex.norm_real, norm_norm,
          inv_mul_cancel₀ (norm_ne_zero_iff.mpr hx)]
      · intro i j hij
        exact absurd (Subsingleton.elim i j) hij
    obtain ⟨b, hb⟩ := hv.exists_orthonormalBasis_extension_of_card_eq (by simp)
    exact ⟨b, hb i₀ (Set.mem_singleton _)⟩
  obtain ⟨b, hb⟩ := key p hp
  obtain ⟨c, hc⟩ := key q hq
  -- the unitary carries one basis into the other
  refine ⟨c.repr.trans b.repr.symm, ?_⟩
  have hU : (c.repr.trans b.repr.symm) (c i₀) = b i₀ := by
    show b.repr.symm (c.repr (c i₀)) = b i₀
    rw [c.repr_self, b.repr_symm_single]
  rw [hc, hb, map_smul, h] at hU
  have hne : (‖p‖ : ℂ)⁻¹ ≠ 0 :=
    inv_ne_zero (Complex.ofReal_ne_zero.mpr (norm_ne_zero_iff.mpr hp))
  exact smul_right_injective W hne hU

/-- Real numbers `s i` are the strengths of some orthonormal basis of an `m`-fold level exactly
when they are nonnegative and add up to the squared norm of the projected dipole vector. -/
theorem strengths_iff (H : F →ₗ[ℂ] F) (E : ℝ) (d : F) {m : ℕ}
    (hm : Module.finrank ℂ (level H E) = m) (s : Fin m → ℝ) :
    (∃ b : OrthonormalBasis (Fin m) ℂ (level H E), ∀ i, strength d (b i : F) = s i) ↔
      (∀ i, 0 ≤ s i) ∧ ∑ i, s i = ‖brightPart H E d‖ ^ 2 := by
  constructor
  · rintro ⟨b, hb⟩
    refine ⟨fun i => ?_, ?_⟩
    · rw [← hb i]
      exact sq_nonneg _
    · rw [← total_strength H E d b]
      exact Finset.sum_congr rfl fun i _ => (hb i).symm
  · rintro ⟨hs, hsum⟩
    let e := (stdOrthonormalBasis ℂ (level H E)).reindex (finCongr hm)
    -- a vector with the wanted overlaps
    obtain ⟨q, hq⟩ : ∃ q : level H E, ∀ i, ⟪e i, q⟫_ℂ = ((√(s i) : ℝ) : ℂ) :=
      ⟨e.repr.symm (WithLp.toLp 2 fun i => ((√(s i) : ℝ) : ℂ)),
        fun i => (e.repr_apply_apply _ i).symm.trans (by simp)⟩
    have hsq : ∀ i, ‖((√(s i) : ℝ) : ℂ)‖ ^ 2 = s i := fun i => by
      rw [Complex.norm_real, Real.norm_eq_abs, sq_abs, Real.sq_sqrt (hs i)]
    have h2 : ‖q‖ ^ 2 = ‖brightPart H E d‖ ^ 2 := by
      rw [← e.sum_sq_norm_inner_right q, ← hsum]
      exact Finset.sum_congr rfl fun i _ => by rw [hq, hsq]
    -- rotate it, and the basis with it, onto the projected dipole vector
    obtain ⟨U, hU⟩ := exists_unitary ((sq_eq_sq₀ (norm_nonneg _) (norm_nonneg _)).mp h2)
    refine ⟨e.map U, fun i => ?_⟩
    rw [strength_eq, ← hU, OrthonormalBasis.map_apply, U.inner_map_map, hq, hsq]

/-- Some orthonormal basis of the level puts the whole strength in one chosen state and leaves
all the others dark. -/
theorem exists_one_bright (H : F →ₗ[ℂ] F) (E : ℝ) (d : F) {m : ℕ}
    (hm : Module.finrank ℂ (level H E) = m) (k : Fin m) :
    ∃ b : OrthonormalBasis (Fin m) ℂ (level H E),
      strength d (b k : F) = ‖brightPart H E d‖ ^ 2 ∧
        ∀ i, i ≠ k → strength d (b i : F) = 0 := by
  obtain ⟨b, hb⟩ := (strengths_iff H E d hm
    (fun i => if i = k then ‖brightPart H E d‖ ^ 2 else 0)).mpr
      ⟨fun i => by dsimp only; split_ifs <;> positivity, by simp⟩
  exact ⟨b, by rw [hb, if_pos rfl], fun i hi => by rw [hb, if_neg hi]⟩

end

end ExistsOneBright
```

The compiler's answer:

```
Main.lean:112:19: error: `dsimp` made no progress
```

What went wrong. The message points to `dsimp only` in the proof that the prescribed strengths are nonnegative. The step was there to turn the function `fun i => if i = k then … else 0`, applied to `i`, into the plain `if` expression. But Lean had already done this reduction when it put the function into the statement of `strengths_iff`, so the goal was `0 ≤ if i = k then … else 0` from the start. `dsimp only` found nothing to simplify, and `dsimp` counts that as an error.

The cure is to delete `dsimp only`, since `split_ifs` can work on the goal as it stands. The diff also replaces `positivity` with a named proof for each case: `sq_nonneg _` for the squared norm and `le_rfl` for `0 ≤ 0`. The message does not call for this second change, as the proof stopped before `positivity` was reached.

As a diff, the version that Lean accepts:

```diff
@@ -110,5 +110,5 @@
   obtain ⟨b, hb⟩ := (strengths_iff H E d hm
     (fun i => if i = k then ‖brightPart H E d‖ ^ 2 else 0)).mpr
-      ⟨fun i => by dsimp only; split_ifs <;> positivity, by simp⟩
+      ⟨fun i => by split_ifs; exacts [sq_nonneg _, le_rfl], by simp⟩
   exact ⟨b, by rw [hb, if_pos rfl], fun i hi => by rw [hb, if_neg hi]⟩
 
```
